# Oblivious amplitude amplification as an identity for an encoded block

The formal statement has to settle where the target operator lives. A circuit $W$ acts on ancilla and system together, while the operator one wants to apply acts on the system alone. Here both are elements of one complex star-algebra, and a projector $P$ (with $P^*=P$ and $P^2=P$) flags the ancilla state in which the circuit starts and which, at the end, counts as success. If that state is $|0\rangle$, then $P=|0\rangle\langle 0|\otimes 1$, and for a system unitary $U$ the target is $V=|0\rangle\langle 0|\otimes U$. This is not unitary on the full space, but a partial isometry, $VV^*V=V$.

## The identity

Let $W$ be unitary, and put $R=1-2P$, $B=PWP$ and $S=-WRW^*R$. One round of amplification gives

$$P\,S W\,P = 3B-4BB^*B .$$

If moreover $B=\sin\theta\,V$ with $VV^*V=V$, then for every $n\ge 0$

$$P\,S^nW\,P=\sin((2n+1)\theta)\,V .$$

In particular, one round turns $B=V/2$ into $V$. The procedure is called oblivious because $S$ contains no reflection about the system's input state, which may be unknown.

## Where a code relies on it

In Hamiltonian simulation by a linear combination of unitaries (LCU), the circuit encodes $\sum_j\alpha_jU_j$, with $\alpha_j>0$, divided by $\lambda=\sum_j\alpha_j$. If the sum is exactly unitary and $\lambda=2$, the amplitude is $1/2$ and one round suffices. A truncated Taylor series of the evolution operator is only approximately unitary, so there the exact result describes the ideal case.

The cubic identity needs no such assumption on the block, which makes it a convenient check on small dense matrices. With the ancilla index first, extract the top-left block of $W$ and that of $SW$, and compare the latter with $3B-4BB^*B$. A discrepancy beyond rounding points to the circuit, for instance a missing adjoint, and not to series truncation.

The sign is easily lost. Replacing $R$ by $2P-1$ in both places changes nothing, but replacing it in only one place, or dropping the leading minus, multiplies each round by $-1$. That is a harmless global phase until the circuit is controlled by another qubit.

## Derivation

**One round.** Since $W^*W=WW^*=1$,

$$\begin{aligned}
WRW^*RW&=(1-2WPW^*)(W-2PW)\\
&=W-2PW-2WP+4WPW^*PW .
\end{aligned}$$

Multiply by $P$ on both sides. The first three terms give $B-2B-2B=-3B$. The last gives $4PWPW^*PWP=4BB^*B$, because $B^*=PW^*P$ and repeated projectors merge. The leading minus sign yields the cubic. For $B=sV$ with real $s$ it becomes $(3s-4s^3)V$, which is $V$ at $s=1/2$.

**Recurrence.** Put $Q=WPW^*$, again a projector. Then $S=-(1-2Q)(1-2P)$. Each factor squares to one, so the inverse of $S$ is $T=-(1-2P)(1-2Q)$. Direct expansion gives

$$PS=P+2PQ-4PQP,\qquad PT=P-2PQ,$$

and hence $PS+PT=(2-4PQP)P$. Multiplying by $S$ on the right,

$$PS^2+P=(2-4PQP)PS .$$

Now multiply on the right by $S^nWP$ and write $A_n=PS^nWP$. Since $PQP=PWPW^*P=BB^*$,

$$A_{n+2}+A_n=(2-4BB^*)A_{n+1}.$$

**Sines.** For $B=\sin\theta\,V$ we have $BB^*V=\sin^2\theta\,VV^*V=\sin^2\theta\,V$. If $A_n=a_nV$ and $A_{n+1}=a_{n+1}V$, then $A_{n+2}=a_{n+2}V$ with

$$a_{n+2}=(2-4\sin^2\theta)\,a_{n+1}-a_n=2\cos 2\theta\,a_{n+1}-a_n .$$

The starting values are $a_0=\sin\theta$ and $a_1=3\sin\theta-4\sin^3\theta=\sin3\theta$. The addition formula $\sin(x+2\theta)+\sin(x-2\theta)=2\cos2\theta\sin x$, taken at $x=(2n+3)\theta$, shows that $a_n=\sin((2n+1)\theta)$ satisfies the same recurrence.

## The Lean file

```lean
import Mathlib

open Matrix

namespace ObliviousAmplitudeAmplification

noncomputable section

variable {A : Type*} [Ring A] [StarRing A]

/-- The reflection `1 - 2P` that flips the sign of the subspace flagged by `P`. -/
def reflection (P : A) : A := 1 - 2 * P

/-- One round of amplification, `S = -W R W* R` with `R = 1 - 2P`. -/
def amplifier (P W : A) : A := -(W * reflection P * star W * reflection P)

/-- The unitary `W` encodes the partial isometry `V` with amplitude `s` in the block
selected by the projector `P`. -/
structure BlockEncodes [Algebra ℂ A] (P W V : A) (s : ℝ) : Prop where
  selfAdjoint : star P = P
  idem : P * P = P
  left_unitary : star W * W = 1
  right_unitary : W * star W = 1
  block : P * W * P = (s : ℂ) • V
  partial_isometry : V * star V * V = V

/-- One round of amplification turns the block `B = PWP` into `3B - 4BB*B`. -/
theorem one_round_cubic {P W : A} (hPs : star P = P) (hP : P * P = P)
    (hU : star W * W = 1) (hW : W * star W = 1) :
    P * (-(W * reflection P * star W * reflection P * W)) * P
      = 3 * (P * W * P) - 4 * (P * W * P * star (P * W * P) * (P * W * P)) := by
  simp only [reflection, star_mul, hPs]
  -- unitarity removes W W* and W* W, idempotency removes repeated projectors
  linear_combination (norm := noncomm_ring) (-1) * P * hW * W * P + 2 * P * hW * P * W * P
    + 2 * P * W * P * hU * P + 2 * hP * W * P + 2 * P * W * hP
    + 4 * P * W * hP * star W * P * P * W * P + 4 * P * W * P * star W * hP * W * P

omit [StarRing A] in
/-- For two idempotents `P` and `Q`, the product `S = -(1 - 2Q)(1 - 2P)` satisfies
`P S² + P = (2 - 4PQP) P S`. -/
theorem two_reflections {P Q S : A} (hP : P * P = P) (hQ : Q * Q = Q)
    (hS : S = -((1 - 2 * Q) * (1 - 2 * P))) :
    P * S * S + P = (2 - 4 * (P * Q * P)) * P * S := by
  have refl_sq : ∀ X : A, X * X = X → (1 - 2 * X) * (1 - 2 * X) = 1 := by
    intro X hX
    linear_combination (norm := noncomm_ring) 4 * hX
  -- T is the inverse of S
  obtain ⟨T, hT⟩ : ∃ T : A, T = -((1 - 2 * P) * (1 - 2 * Q)) := ⟨_, rfl⟩
  have hTS : T * S = 1 := by
    rw [hT, hS, neg_mul_neg]
    have h1 := refl_sq P hP
    have h2 := refl_sq Q hQ
    generalize 1 - 2 * P = F at *
    generalize 1 - 2 * Q = G at *
    linear_combination (norm := noncomm_ring) F * h2 * F + h1
  have key : P * S + P * T = (2 - 4 * (P * Q * P)) * P := by
    rw [hS, hT]
    linear_combination (norm := noncomm_ring) 4 * hP - 4 * hP * Q + 4 * P * Q * hP
  linear_combination (norm := noncomm_ring) key * S - P * hTS

/-- The blocks obtained after successive rounds obey a three-term recurrence whose
coefficient is `2 - 4BB*`, with `B = PWP`. -/
theorem block_recurrence {P W : A} (hPs : star P = P) (hP : P * P = P)
    (hU : star W * W = 1) (hW : W * star W = 1) (n : ℕ) :
    P * (amplifier P W ^ (n + 2) * W) * P + P * (amplifier P W ^ n * W) * P
      = (2 - 4 * (P * W * P * star (P * W * P)))
        * (P * (amplifier P W ^ (n + 1) * W) * P) := by
  have hQ : (W * P * star W) * (W * P * star W) = W * P * star W := by
    linear_combination (norm := noncomm_ring) W * P * hU * P * star W + W * hP * star W
  have hS : amplifier P W = -((1 - 2 * (W * P * star W)) * (1 - 2 * P)) := by
    unfold amplifier reflection
    linear_combination (norm := noncomm_ring) (-1) * hW * (1 - 2 * P)
  have hB : P * W * P * star (P * W * P) = P * (W * P * star W) * P := by
    simp only [star_mul, hPs]
    linear_combination (norm := noncomm_ring) P * W * hP * star W * P
  have h := two_reflections hP hQ hS
  have e1 : amplifier P W ^ (n + 1) = amplifier P W * amplifier P W ^ n := pow_succ' _ _
  have e2 : amplifier P W ^ (n + 2) = amplifier P W * (amplifier P W * amplifier P W ^ n) := by
    rw [← e1]
    exact pow_succ' _ _
  rw [hB, e2, e1]
  generalize amplifier P W ^ n = X
  generalize amplifier P W = S at *
  generalize W * P * star W = Q at *
  linear_combination (norm := noncomm_ring) h * X * W * P

variable [Algebra ℂ A] [StarModule ℂ A]

/-- If `B = PWP = sV` is the encoded block, then `BB*` acts on `V` as the number `s²`. -/
theorem block_acts_as_scalar {P W V : A} {s : ℝ} (h : BlockEncodes P W V s) :
    P * W * P * star (P * W * P) * V = ((s : ℂ) ^ 2) • V := by
  have hs : star (s : ℂ) = s := Complex.conj_ofReal s
  rw [h.block, star_smul, hs]
  simp only [smul_mul_assoc, mul_smul_comm, h.partial_isometry]
  module

/-- One round changes the amplitude of the encoded operator from `s` to `3s - 4s³`. -/
theorem one_round_amplitude {P W V : A} {s : ℝ} (h : BlockEncodes P W V s) :
    P * (-(W * reflection P * star W * reflection P * W)) * P
      = ((3 * s - 4 * s ^ 3 : ℝ) : ℂ) • V := by
  have h3 : ∀ x : A, 3 * x = (3 : ℂ) • x := fun x => by rw [Algebra.smul_def, map_ofNat]
  have h4 : ∀ x : A, 4 * x = (4 : ℂ) • x := fun x => by rw [Algebra.smul_def, map_ofNat]
  have hB : P * W * P * star (P * W * P) * (P * W * P) = (s : ℂ) • ((s : ℂ) ^ 2) • V := by
    rw [← block_acts_as_scalar h, ← mul_smul_comm, ← h.block]
  rw [one_round_cubic h.selfAdjoint h.idem h.left_unitary h.right_unitary, hB, h.block, h3, h4]
  push_cast
  module

/-- A partial isometry encoded with amplitude `1/2` is encoded with amplitude one
after a single round. -/
theorem half_amplitude_exact {P W V : A} (h : BlockEncodes P W V (1 / 2)) :
    P * (-(W * reflection P * star W * reflection P * W)) * P = V := by
  rw [one_round_amplitude h, show (3 * (1 / 2) - 4 * (1 / 2) ^ 3 : ℝ) = 1 by norm_num,
    Complex.ofReal_one, one_smul]

/-- Oblivious amplitude amplification: `n` rounds change the amplitude of the encoded
operator from `sin θ` to `sin ((2n+1)θ)`. -/
theorem oblivious_amplification {P W V : A} {θ : ℝ}
    (h : BlockEncodes P W V (Real.sin θ)) (n : ℕ) :
    P * (amplifier P W ^ n * W) * P = ((Real.sin ((2 * n + 1) * θ) : ℝ) : ℂ) • V := by
  induction n using Nat.twoStepInduction with
  | zero => simpa only [pow_zero, one_mul, Nat.cast_zero, mul_zero, zero_add] using h.block
  | one =>
    have e : (2 * ((1 : ℕ) : ℝ) + 1) * θ = 3 * θ := by push_cast; ring
    rw [e, Real.sin_three_mul, ← one_round_amplitude h, pow_one, amplifier, neg_mul]
  | more n ih0 ih1 =>
    have hr := block_recurrence h.selfAdjoint h.idem h.left_unitary h.right_unitary n
    have h2 : ∀ x : A, 2 * x = (2 : ℂ) • x := fun x => by rw [Algebra.smul_def, map_ofNat]
    have h4 : ∀ x : A, 4 * x = (4 : ℂ) • x := fun x => by rw [Algebra.smul_def, map_ofNat]
    rw [ih0, ih1, mul_smul_comm, sub_mul, mul_assoc 4, block_acts_as_scalar h, h2, h4] at hr
    -- the same recurrence holds for the sines
    have ht : Real.sin ((2 * ((n + 2 : ℕ) : ℝ) + 1) * θ)
        = (2 - 4 * Real.sin θ ^ 2) * Real.sin ((2 * ((n + 1 : ℕ) : ℝ) + 1) * θ)
          - Real.sin ((2 * (n : ℝ) + 1) * θ) := by
      have a : (2 * ((n + 2 : ℕ) : ℝ) + 1) * θ
          = (2 * ((n + 1 : ℕ) : ℝ) + 1) * θ + 2 * θ := by push_cast; ring
      have b : (2 * (n : ℝ) + 1) * θ
          = (2 * ((n + 1 : ℕ) : ℝ) + 1) * θ - 2 * θ := by push_cast; ring
      rw [a, b, Real.sin_add, Real.sin_sub, Real.cos_two_mul, Real.cos_sq']
      ring
    rw [eq_sub_of_add_eq hr, ht]
    simp only [Complex.ofReal_sub, Complex.ofReal_mul, Complex.ofReal_pow, Complex.ofReal_ofNat]
    module

/-- If `(2n+1)θ = π/2`, then `n` rounds produce the encoded operator with amplitude one. -/
theorem exact_after_rounds {P W V : A} {θ : ℝ} (h : BlockEncodes P W V (Real.sin θ))
    (n : ℕ) (hn : (2 * n + 1) * θ = Real.pi / 2) :
    P * (amplifier P W ^ n * W) * P = V := by
  rw [oblivious_amplification h, hn, Real.sin_pi_div_two, Complex.ofReal_one, one_smul]

omit [StarModule ℂ A] in
/-- The one-ancilla circuit with blocks `sU`, `cU`, `cU` and `-sU`. -/
def dilation (s c : ℂ) (U : A) : Matrix (Fin 2) (Fin 2) A :=
  !![s • U, c • U; c • U, -(s • U)]

/-- For any unitary `U` and real `s`, `c` with `s² + c² = 1`, the one-ancilla circuit
encodes `U` with amplitude `s` in the block of the first ancilla state. -/
theorem blockEncodes_witness {U : A} (h1 : star U * U = 1) (h2 : U * star U = 1)
    {s c : ℝ} (hsc : s ^ 2 + c ^ 2 = 1) :
    BlockEncodes (!![1, 0; 0, 0] : Matrix (Fin 2) (Fin 2) A) (dilation (s : ℂ) (c : ℂ) U)
      !![U, 0; 0, 0] s := by
  have hs : star (s : ℂ) = s := Complex.conj_ofReal s
  have hc : star (c : ℂ) = c := Complex.conj_ofReal c
  have hn : (s : ℂ) * s + c * c = 1 := by
    have h : ((s ^ 2 + c ^ 2 : ℝ) : ℂ) = 1 := by rw [hsc, Complex.ofReal_one]
    push_cast at h
    linear_combination h
  have main : ∀ a b : ℂ, star a = a → star b = b → a * a + b * b = 1 →
      star (dilation a b U) * dilation a b U = 1 ∧
      dilation a b U * star (dilation a b U) = 1 ∧
      (!![1, 0; 0, 0] : Matrix (Fin 2) (Fin 2) A) * dilation a b U * !![1, 0; 0, 0]
        = a • !![U, 0; 0, 0] := by
    intro a b ha hb hab

    have hstar : star (dilation a b U)
        = !![a • star U, b • star U; b • star U, -(a • star U)] := by
      ext i j
      fin_cases i <;> fin_cases j <;>
        simp [dilation, Matrix.star_apply, star_smul, ha, hb]
    refine ⟨?_, ?_, ?_⟩
    · rw [hstar]
      ext i j
      fin_cases i <;> fin_cases j <;>
        simp [dilation, Matrix.mul_apply, Fin.sum_univ_two, smul_smul, h1] <;>
        first
          | module
          | linear_combination (norm := module) hab • (1 : A)
    · rw [hstar]
      ext i j
      fin_cases i <;> fin_cases j <;>
        simp [dilation, Matrix.mul_apply, Fin.sum_univ_two, smul_smul, h2] <;>
        first
          | module
          | linear_combination (norm := module) hab • (1 : A)
    · ext i j
      fin_cases i <;> fin_cases j <;>
        simp [dilation, Matrix.mul_apply, Fin.sum_univ_two]
  obtain ⟨m1, m2, m3⟩ := main s c hs hc hn
  refine ⟨?_, ?_, m1, m2, m3, ?_⟩
  · ext i j
    fin_cases i <;> fin_cases j <;> simp [Matrix.star_apply]
  · ext i j
    fin_cases i <;> fin_cases j <;> simp [Matrix.mul_apply, Fin.sum_univ_two]
  · have hV : star (!![U, 0; 0, 0] : Matrix (Fin 2) (Fin 2) A) = !![star U, 0; 0, 0] := by
      ext i j
      fin_cases i <;> fin_cases j <;> simp [Matrix.star_apply]
    rw [hV, Matrix.mul_fin_two, Matrix.mul_fin_two]
    simp [h2]

end

end ObliviousAmplitudeAmplification
```

```lean
#print axioms ObliviousAmplitudeAmplification.half_amplitude_exact
#print axioms ObliviousAmplitudeAmplification.oblivious_amplification
#print axioms ObliviousAmplitudeAmplification.exact_after_rounds
```

```
'ObliviousAmplitudeAmplification.half_amplitude_exact' depends on axioms: [propext, Classical.choice, Quot.sound]
'ObliviousAmplitudeAmplification.oblivious_amplification' depends on axioms: [propext, Classical.choice, Quot.sound]
'ObliviousAmplitudeAmplification.exact_after_rounds' depends on axioms: [propext, Classical.choice, Quot.sound]
```

## Reading the statements

`A` is a ring with a star operation. The scalar results also make it a complex algebra whose star conjugates scalars (`StarModule ℂ A`). No norm or dimension enters, so matrices and bounded operators on a Hilbert space are both covered. `reflection P` is $R$, and `amplifier P W` is $S$.

`BlockEncodes P W V s` collects the hypotheses: $P$ is a projector, $W$ is unitary, $PWP=sV$, and $V$ is a partial isometry. The amplitude `s` is real; a phase can be absorbed into $V$. `oblivious_amplification` is the sine formula, and `exact_after_rounds` is its case $(2n+1)\theta=\pi/2$. For $n=0$ this means amplitude one from the start.

A tempting error is to require $V$ to be unitary in `A`. For $s\ne0$, $PWP=sV$ would then make $P$ invertible, hence $P=1$ and $W=sV$. Unitarity would force $s^2=1$ in any nonzero algebra, and the case $s=1/2$ would be vacuous.

`blockEncodes_witness` guards against such emptiness. It takes any unitary `U` and real $s,c$ with $s^2+c^2=1$, and shows that the two-by-two block matrix `dilation` encodes `U` with amplitude $s$. The choice $s=1/2$, $c=\sqrt3/2$ gives the one-round case. This circuit already applies $U$ directly, so it serves as an example and not as a useful algorithm.

## How the proof follows the derivation

`one_round_cubic` is the first expansion. `two_reflections` constructs $T$, proves $TS=1$ and combines this with the formula for $PS+PT$. `block_recurrence` specialises to $Q=WPW^*$ and multiplies by the remaining factors. `block_acts_as_scalar` is $BB^*V=s^2V$, and `one_round_amplitude` inserts it into the cubic; `half_amplitude_exact` evaluates the result at $1/2$. The main theorem then uses `Nat.twoStepInduction`, with the encoded block and the one-round result as base cases and the trigonometric recurrence `ht` in the step.

The reusable technique is `linear_combination (norm := noncomm_ring)`. In a noncommutative ring, a hypothesis such as `hW : W * star W = 1` can be multiplied on each side, as in `P * hW * W * P`. One writes down where each relation is used, and `noncomm_ring` checks that the remainder vanishes. Calling `generalize` first, as `block_recurrence` does, turns compound expressions such as $S$ and $Q$ into single symbols for that check.

## Scope and an alternative model

The theorems concern the flagged block only. The usual description of the algorithm also gives the unflagged part of the output state, with weight $\cos^2((2n+1)\theta)$ for a normalised input and a unitary target. Neither that part nor any measurement probability is formalised. The file also does not construct an LCU circuit, count gates, or bound the error when $B$ is only close to a multiple of a partial isometry.

One could instead keep the system space separate, with an isometry $J$ that attaches the ancilla state, and assume $J^*WJ=\sin\theta\,U$ for a unitary $U$. The conclusion would read $J^*S^nWJ=\sin((2n+1)\theta)\,U$, closer to how circuits are described. The translation is $P=JJ^*$ and $V=JUJ^*$. The price is maps between two different spaces, where the present version stays inside one algebra. Either version also works when the target is only a partial isometry on the system.
